# For two spins one half with a spin-conserving Hamiltonian, the singlet energy is 2E(ud) − E(uu)

For a diradical, a broken-symmetry calculation gives an energy for antiparallel spins, and a separate triplet calculation gives one for parallel spins. A common estimate of the singlet energy doubles the first and subtracts the second. For two spins one half without orbital degrees of freedom, this estimate is exact if the Hamiltonian commutes with every component of the total spin. The two energies are then its expectation values E(ud) and E(uu) in the product states with the first spin up and the second down, and with both spins up.

## Spin operators and states

```lean
import Mathlib

open Matrix
open scoped Kronecker

namespace SpinPurification

noncomputable section
```

These lines load Mathlib and the notation for matrices and the Kronecker product `⊗ₖ`.

```lean
/-- The Pauli matrix for the x direction. -/
def sigmaX : Matrix (Fin 2) (Fin 2) ℂ := !![0, 1; 1, 0]

/-- The Pauli matrix for the y direction. -/
def sigmaY : Matrix (Fin 2) (Fin 2) ℂ := !![0, -Complex.I; Complex.I, 0]

/-- The Pauli matrix for the z direction. -/
def sigmaZ : Matrix (Fin 2) (Fin 2) ℂ := !![1, 0; 0, -1]
```

These are the Pauli matrices \(\sigma_x,\sigma_y,\sigma_z\). Index 0 means up, index 1 down.

```lean
/-- The component of the total spin of two electrons that belongs to the Pauli matrix `σ`,
in units of ħ. -/
def total (σ : Matrix (Fin 2) (Fin 2) ℂ) : Matrix (Fin 2 × Fin 2) (Fin 2 × Fin 2) ℂ :=
  (1 / 2 : ℂ) • (σ ⊗ₖ (1 : Matrix (Fin 2) (Fin 2) ℂ) + (1 : Matrix (Fin 2) (Fin 2) ℂ) ⊗ₖ σ)
```

This is \(S_i=\tfrac12(\sigma_i\otimes1+1\otimes\sigma_i)\), in units of \(\hbar\). Rows and columns are labelled by pairs, so `(0, 1)` is ud.

```lean
/-- The squared total spin S². -/
def spinSq : Matrix (Fin 2 × Fin 2) (Fin 2 × Fin 2) ℂ :=
  total sigmaX * total sigmaX + total sigmaY * total sigmaY + total sigmaZ * total sigmaZ
```

This is \(S^2=S_x^2+S_y^2+S_z^2\).

```lean
/-- The operator that exchanges the two spins. -/
def exchange : Matrix (Fin 2 × Fin 2) (Fin 2 × Fin 2) ℂ :=
  Matrix.of fun p q => if p.1 = q.2 ∧ p.2 = q.1 then 1 else 0
```

The exchange operator \(P\) maps ud to du and leaves uu and dd alone.

```lean
/-- The product state of two one-electron spin states. -/
def product (a b : Fin 2 → ℂ) : Fin 2 × Fin 2 → ℂ := fun p => a p.1 * b p.2

/-- Both spins up. -/
def upUp : Fin 2 × Fin 2 → ℂ := product ![1, 0] ![1, 0]

/-- First spin up, second spin down. -/
def upDown : Fin 2 × Fin 2 → ℂ := product ![1, 0] ![0, 1]

/-- First spin down, second spin up. -/
def downUp : Fin 2 × Fin 2 → ℂ := product ![0, 1] ![1, 0]
```

A product state has amplitudes \(a_ib_j\); three of the four basis states are named.

```lean
/-- The normalised singlet (ud - du)/√2. -/
def singlet : Fin 2 × Fin 2 → ℂ := ((Real.sqrt 2 : ℝ) : ℂ)⁻¹ • (upDown - downUp)
```

The singlet is \(s=(ud-du)/\sqrt2\).

```lean
/-- The expectation value ⟨ψ, A ψ⟩. -/
def expect (A : Matrix (Fin 2 × Fin 2) (Fin 2 × Fin 2) ℂ) (ψ : Fin 2 × Fin 2 → ℂ) : ℂ :=
  star ψ ⬝ᵥ A *ᵥ ψ
```

`expect A ψ` is \(\langle\psi,A\psi\rangle\), a complex number, with `star` conjugating the left factor.

## The form of a spin-conserving Hamiltonian

```lean
/-- The squared total spin of two electrons is the identity plus the exchange of the spins. -/
theorem spinSq_eq : spinSq = 1 + exchange := by
  ext ⟨a, b⟩ ⟨c, d⟩
  fin_cases a <;> fin_cases b <;> fin_cases c <;> fin_cases d <;>
    simp [spinSq, total, exchange, sigmaX, sigmaY, sigmaZ, Matrix.mul_apply,
      Fintype.sum_prod_type, Fin.sum_univ_two, Matrix.one_apply, Prod.ext_iff] <;>
    (try ring_nf) <;> (try simp [Complex.I_sq]) <;> (try norm_num)
```

The claim is \(S^2=1+P\). By hand, \(\sigma_i^2=1\) gives
\[ S^2=\tfrac14\sum_i(2+2\,\sigma_i\otimes\sigma_i)=\tfrac32+\tfrac12\sum_i\sigma_i\otimes\sigma_i . \]
The last sum leaves uu and dd unchanged, sends ud to \(2du-ud\), and sends du to \(2ud-du\). It is therefore \(2P-1\), and the claim follows. Lean instead compares all 16 matrix entries: `ext` and `fin_cases` list them, and `simp` evaluates them.

```lean
/-- Expectation values in the states uu, ud and the singlet, written through the matrix
entries of the operator. -/
theorem expect_entries (A : Matrix (Fin 2 × Fin 2) (Fin 2 × Fin 2) ℂ) :
    expect A upUp = A (0, 0) (0, 0) ∧ expect A upDown = A (0, 1) (0, 1) ∧
    expect A singlet =
      (A (0, 1) (0, 1) - A (0, 1) (1, 0) - A (1, 0) (0, 1) + A (1, 0) (1, 0)) / 2 := by
  refine ⟨?_, ?_, ?_⟩
  · simp [expect, upUp, product, dotProduct, Matrix.mulVec, Fintype.sum_prod_type,
      Fin.sum_univ_two]
  · simp [expect, upDown, product, dotProduct, Matrix.mulVec, Fintype.sum_prod_type,
      Fin.sum_univ_two]
  · -- only the square of the normalisation constant matters
    have h : ((Real.sqrt 2 : ℝ) : ℂ)⁻¹ * ((Real.sqrt 2 : ℝ) : ℂ)⁻¹ = 1 / 2 := by
      rw [← mul_inv, ← Complex.ofReal_mul, Real.mul_self_sqrt (by norm_num)]
      norm_num
    have hs : star ((Real.sqrt 2 : ℝ) : ℂ)⁻¹ = ((Real.sqrt 2 : ℝ) : ℂ)⁻¹ := by simp
    unfold singlet
    generalize ((Real.sqrt 2 : ℝ) : ℂ)⁻¹ = c at h hs ⊢
    simp [expect, upDown, downUp, product, dotProduct, Matrix.mulVec, Fintype.sum_prod_type,
      Fin.sum_univ_two, hs]
    linear_combination
      (A (0, 1) (0, 1) - A (0, 1) (1, 0) - A (1, 0) (0, 1) + A (1, 0) (1, 0)) * h
```

The expectation values in uu and ud are diagonal entries. In the singlet, the four products of amplitudes are \(\pm\tfrac12\), which gives
\[ \langle s,As\rangle=\tfrac12(A_{ud,ud}-A_{ud,du}-A_{du,ud}+A_{du,du}). \]

```lean
/-- An operator that commutes with the x and z components of the total spin is a constant plus
a multiple of S², with coefficients fixed by its expectation values in the singlet and in uu. -/
theorem heisenberg_form {H : Matrix (Fin 2 × Fin 2) (Fin 2 × Fin 2) ℂ}
    (hx : Commute H (total sigmaX)) (hz : Commute H (total sigmaZ)) :
    H = expect H singlet • (1 : Matrix (Fin 2 × Fin 2) (Fin 2 × Fin 2) ℂ)
      + ((expect H upUp - expect H singlet) / 2) • spinSq := by
  -- conservation of the z component: no coupling between different magnetisations
  have z1 := congrFun (congrFun hz.eq (0, 0)) (0, 1)
  have z2 := congrFun (congrFun hz.eq (0, 0)) (1, 0)
  have z3 := congrFun (congrFun hz.eq (0, 0)) (1, 1)
  have z4 := congrFun (congrFun hz.eq (0, 1)) (0, 0)
  have z5 := congrFun (congrFun hz.eq (0, 1)) (1, 1)
  have z6 := congrFun (congrFun hz.eq (1, 0)) (0, 0)
  have z7 := congrFun (congrFun hz.eq (1, 0)) (1, 1)
  have z8 := congrFun (congrFun hz.eq (1, 1)) (0, 0)
  have z9 := congrFun (congrFun hz.eq (1, 1)) (0, 1)
  have z10 := congrFun (congrFun hz.eq (1, 1)) (1, 0)
  -- conservation of the x component relates the remaining entries
  have x1 := congrFun (congrFun hx.eq (0, 0)) (0, 1)
  have x2 := congrFun (congrFun hx.eq (0, 0)) (1, 0)
  have x3 := congrFun (congrFun hx.eq (0, 1)) (0, 0)
  have x4 := congrFun (congrFun hx.eq (0, 1)) (1, 1)
  simp [total, sigmaX, sigmaZ, Matrix.mul_apply, Fintype.sum_prod_type, Fin.sum_univ_two,
    Matrix.one_apply] at z1 z2 z3 z4 z5 z6 z7 z8 z9 z10 x1 x2 x3 x4
  rw [(expect_entries H).1, (expect_entries H).2.2, spinSq_eq]
  ext ⟨a, b⟩ ⟨c, d⟩
  fin_cases a <;> fin_cases b <;> fin_cases c <;> fin_cases d <;>
    simp [exchange, Prod.ext_iff] <;> grind
```

`Commute H A` means \(HA=AH\). Write \(E_S=\langle s,Hs\rangle\) and \(E_T=\langle uu,H\,uu\rangle\). The theorem says
\[ H=E_S+\tfrac12(E_T-E_S)\,S^2 . \]
Hermiticity is not assumed. Commutation with \(S_y\) follows from the other two, since \([S_z,S_x]=iS_y\).

Commuting with \(S_z\) removes every entry between different magnetisations. The entries of \(HS_x=S_xH\) then give
\[ H_{uu,uu}=H_{ud,ud}+H_{du,ud}=H_{ud,du}+H_{du,du}, \]
\[ H_{uu,uu}=H_{ud,ud}+H_{ud,du}=H_{dd,dd}. \]
With \(k=H_{ud,du}\), it follows that \(H_{du,ud}=k\) and \(H_{ud,ud}=H_{du,du}=E_T-k\). Hence \(H=(E_T-k)+kP\) and \(E_S=E_T-2k\). Inserting \(P=S^2-1\) gives the theorem. In Lean, `z1` to `z10` and `x1` to `x4` are these entry equations, and `grind` combines them.

## Energies from spin contamination

```lean
/-- If `H` commutes with the x and z components of the total spin, its expectation value in any
normalised state is the mean of the singlet energy and the energy of uu, weighted according to the
expectation value of S². -/
theorem energy_of_spin_contamination {H : Matrix (Fin 2 × Fin 2) (Fin 2 × Fin 2) ℂ}
    (hx : Commute H (total sigmaX)) (hz : Commute H (total sigmaZ)) (ψ : Fin 2 × Fin 2 → ℂ) :
    2 * expect H ψ = (2 * (star ψ ⬝ᵥ ψ) - expect spinSq ψ) * expect H singlet
      + expect spinSq ψ * expect H upUp := by
  have lin : ∀ a b : ℂ, expect (a • (1 : Matrix (Fin 2 × Fin 2) (Fin 2 × Fin 2) ℂ)
      + b • spinSq) ψ = a * (star ψ ⬝ᵥ ψ) + b * expect spinSq ψ := by
    intro a b
    simp [expect, Matrix.add_mulVec, Matrix.smul_mulVec, dotProduct_add, dotProduct_smul]
  have h := lin (expect H singlet) ((expect H upUp - expect H singlet) / 2)
  rw [← heisenberg_form hx hz] at h
  linear_combination 2 * h
```

Taking the expectation value of the previous formula in any \(\psi\) and doubling gives
\[ 2\langle H\rangle=(2\langle\psi,\psi\rangle-\langle S^2\rangle)E_S+\langle S^2\rangle E_T . \]
The step `lin` is linearity of the expectation value; `linear_combination` does the remaining algebra.

```lean
/-- For `H` commuting with the x and z components of the total spin: the singlet energy from the
energy and the S² expectation value (assumed different from 2) of a normalised state, together with
the energy of uu. -/
theorem singlet_energy_of_projection {H : Matrix (Fin 2 × Fin 2) (Fin 2 × Fin 2) ℂ}
    (hx : Commute H (total sigmaX)) (hz : Commute H (total sigmaZ)) {ψ : Fin 2 × Fin 2 → ℂ}
    (hψ : star ψ ⬝ᵥ ψ = 1) (hS : expect spinSq ψ ≠ 2) :
    expect H singlet =
      (2 * expect H ψ - expect spinSq ψ * expect H upUp) / (2 - expect spinSq ψ) := by
  have h := energy_of_spin_contamination hx hz ψ
  rw [hψ] at h
  rw [eq_div_iff (sub_ne_zero.mpr hS.symm)]
  linear_combination -h
```

For normalised \(\psi\) with \(\langle S^2\rangle\neq2\), solving for \(E_S\) gives
\[ E_S=\frac{2\langle H\rangle-\langle S^2\rangle E_T}{2-\langle S^2\rangle}. \]
In a calculation on a diradical, one can converge the triplet and the broken-symmetry determinant, read both energies and the broken-symmetry \(\langle S^2\rangle\) from the output, and insert them here. The result is then only an estimate: the two determinants generally have different orbitals, the triplet may itself be slightly contaminated, and the electron correlation is treated approximately.

```lean
/-- The expectation value of S² in the product state ud is one. -/
theorem spinSq_upDown : expect spinSq upDown = 1 := by
  rw [(expect_entries spinSq).2.1, spinSq_eq]
  simp [exchange]
```

Exchange turns ud into the orthogonal du, so \(\langle ud,S^2\,ud\rangle=1+\langle ud,du\rangle=1\).

```lean
/-- If `H` commutes with the x and z components of the total spin, its singlet energy is twice the
energy of the product state ud minus the energy of uu. -/
theorem singlet_energy {H : Matrix (Fin 2 × Fin 2) (Fin 2 × Fin 2) ℂ}
    (hx : Commute H (total sigmaX)) (hz : Commute H (total sigmaZ)) :
    expect H singlet = 2 * expect H upDown - expect H upUp := by
  have hn : star upDown ⬝ᵥ upDown = 1 := by
    simp [upDown, product, dotProduct, Fintype.sum_prod_type, Fin.sum_univ_two]
  have h := energy_of_spin_contamination hx hz upDown
  rw [hn, spinSq_upDown] at h
  linear_combination -h
```

Setting \(\psi=ud\), with norm one and \(\langle S^2\rangle=1\), gives \(2\langle ud,H\,ud\rangle=E_S+E_T\), that is,
\[ \langle s,Hs\rangle=2\langle ud,H\,ud\rangle-\langle uu,H\,uu\rangle . \]

## One Hamiltonian that qualifies and one that does not

```lean
/-- The operator S² commutes with the x and z components of the total spin. -/
theorem spinSq_witness :
    Commute spinSq (total sigmaX) ∧ Commute spinSq (total sigmaZ) := by
  rw [spinSq_eq]
  constructor <;> (
    change _ * _ = _ * _
    ext ⟨a, b⟩ ⟨c, d⟩
    fin_cases a <;> fin_cases b <;> fin_cases c <;> fin_cases d <;>
      simp [total, exchange, sigmaX, sigmaZ, Matrix.mul_apply, Fintype.sum_prod_type,
        Fin.sum_univ_two, Matrix.one_apply, Prod.ext_iff] <;> (try norm_num))
```

\(S^2\) itself satisfies both hypotheses: \(S_x\) and \(S_z\) treat the two spins alike, so they commute with \(P\) and hence with \(1+P\).

```lean
/-- The Ising coupling commutes with the z component of the total spin, but its singlet energy
is not twice the energy of ud minus the energy of uu. -/
theorem ising_violates_formula :
    Commute (sigmaZ ⊗ₖ sigmaZ) (total sigmaZ) ∧
    expect (sigmaZ ⊗ₖ sigmaZ) singlet ≠
      2 * expect (sigmaZ ⊗ₖ sigmaZ) upDown - expect (sigmaZ ⊗ₖ sigmaZ) upUp := by
  constructor
  · change _ * _ = _ * _
    simp only [total, Matrix.mul_smul, Matrix.smul_mul, Matrix.mul_add, Matrix.add_mul,
      ← Matrix.mul_kronecker_mul, Matrix.mul_one, Matrix.one_mul]
  · rw [(expect_entries _).1, (expect_entries _).2.1, (expect_entries _).2.2]
    norm_num [Matrix.kroneckerMap_apply, sigmaZ]

end

end SpinPurification
```

The Ising coupling \(\sigma_z\otimes\sigma_z\) conserves \(S_z\), since all factors are powers of \(\sigma_z\). Its singlet energy is \(-1\), while the formula would give \(2(-1)-1=-3\). Conservation of \(S_z\) alone is therefore too weak, which matters when anisotropic spin couplings are present.

```lean
#print axioms SpinPurification.singlet_energy_of_projection
#print axioms SpinPurification.singlet_energy
#print axioms SpinPurification.ising_violates_formula
```

```
'SpinPurification.singlet_energy_of_projection' depends on axioms: [propext, Classical.choice, Quot.sound]
'SpinPurification.singlet_energy' depends on axioms: [propext, Classical.choice, Quot.sound]
'SpinPurification.ising_violates_formula' depends on axioms: [propext, Classical.choice, Quot.sound]
```
